# The number of symmetry-allowed harmonic force constants as a group average of traces

A molecule, or a crystal described by a finite periodic supercell, sits at its equilibrium geometry. Small displacements of the atoms cost an energy that is quadratic in the displacements, and the coefficients are the force constants. Symmetry relates many of them to one another. How many numbers remain to be computed or fitted?

Collect the Cartesian components of all displacements in a real vector u with n entries. A symmetry operation g permutes equivalent atoms and rotates or reflects their displacements, so it acts on u through a real orthogonal n by n matrix D(g). If the operations form a finite group G with |G| elements, the number of independent harmonic parameters that this symmetry leaves, before any condition from rigid motions of the whole system, is

(1/|G|) Σ_g ((tr D(g))² + tr(D(g)²)) / 2.

In the Lean statements the letter `n` is not the number of coordinates but the finite set that labels them; their number is `Fintype.card n`. The comments that describe the theorems keep n for the number, as the prose does. The group `G` is abstract.

```lean
import Mathlib

open Matrix

namespace ForceConstantCount

noncomputable section

variable {n G : Type*} [Fintype n] [DecidableEq n] [Group G]
```

## Energy and allowed matrices

With Φ the force-constant matrix, the harmonic energy is

E(u) = ½ u·Φu.

In Lean, `*ᵥ` applies a matrix to a vector and `⬝ᵥ` is the dot product.

```lean
/-- The harmonic energy `½ u · Φ u` of a displacement `u` with force-constant matrix `Φ`. -/
def harmonicEnergy (Φ : Matrix n n ℝ) (u : n → ℝ) : ℝ := (1 / 2) * (u ⬝ᵥ Φ *ᵥ u)
```

Φ is a matrix of second derivatives, hence symmetric. The symmetry-allowed matrices are those with

Φᵀ = Φ and D(g)Φ = ΦD(g) for every g in G.

Both conditions are linear, so these matrices form a real vector space, and its dimension is the number of independent parameters.

```lean
/-- The space of symmetry-allowed force-constant matrices: real symmetric matrices that commute
with the orthogonal matrix `D g` of every operation `g`. -/
def forceConstants (D : G →* Matrix.orthogonalGroup n ℝ) : Submodule ℝ (Matrix n n ℝ) where
  carrier := {Φ | Φᵀ = Φ ∧ ∀ g, (D g).1 * Φ = Φ * (D g).1}
  zero_mem' := ⟨Matrix.transpose_zero, fun g => by rw [Matrix.mul_zero, Matrix.zero_mul]⟩
  add_mem' := fun {a b} ha hb =>
    ⟨by rw [Matrix.transpose_add, ha.1, hb.1],
     fun g => by rw [Matrix.mul_add, Matrix.add_mul, ha.2 g, hb.2 g]⟩
  smul_mem' := fun c a ha =>
    ⟨by rw [Matrix.transpose_smul, ha.1],
     fun g => by rw [Matrix.mul_smul, Matrix.smul_mul, ha.2 g]⟩
```

The type of `D` says that it is a homomorphism from G into the orthogonal group, so products of operations become products of matrices. Different operations may share a matrix; a group of orthogonal matrices is the case where `D` is the inclusion. The expression `(D g).1` is the matrix itself, without the attached proof that it is orthogonal.

## A projection built by averaging

For any real n by n matrix A, take the symmetric part of Φ and transform it:

T_A(Φ) = ½ A(Φ + Φᵀ)Aᵀ.

This is a linear map on the space of all n by n matrices, and the fields of the definition check its linearity.

```lean
/-- The symmetric part of `Φ`, transformed by the matrix `A`: `Φ ↦ ½ A (Φ + Φᵀ) Aᵀ`. -/
def symTransform (A : Matrix n n ℝ) : Matrix n n ℝ →ₗ[ℝ] Matrix n n ℝ where
  toFun Φ := (1 / 2 : ℝ) • (A * (Φ + Φᵀ) * Aᵀ)
  map_add' X Y := by
    simp only [Matrix.transpose_add, Matrix.mul_add, Matrix.add_mul]
    module
  map_smul' c X := by
    simp only [Matrix.transpose_smul, Matrix.mul_add, Matrix.add_mul, Matrix.mul_smul,
      Matrix.smul_mul, RingHom.id_apply]
    module
```

Averaging over the group gives

S(Φ) = (1/|G|) Σ_g T_D(g)(Φ).

This is the first place where G has to be finite, which is the assumption `[Fintype G]`.

```lean
/-- The average over the group of the transformed symmetric part of a matrix. -/
def symmetrizer [Fintype G] (D : G →* Matrix.orthogonalGroup n ℝ) :
    Matrix n n ℝ →ₗ[ℝ] Matrix n n ℝ :=
  (Fintype.card G : ℝ)⁻¹ • ∑ g, symTransform (D g).1
```

Orthogonality enters through one identity,

D(g)D(g)ᵀ = 1.

Mathlib defines the orthogonal group through the conjugate transpose, which for real matrices is the ordinary transpose.

```lean
/-- An orthogonal matrix times its transpose is the identity. -/
lemma mul_transpose_self (A : Matrix.orthogonalGroup n ℝ) : A.1 * A.1ᵀ = 1 := by
  have h := Matrix.mem_unitaryGroup_iff.mp A.2
  rwa [Matrix.star_eq_conjTranspose, Matrix.conjTranspose_eq_transpose_of_trivial] at h
```

## Commutation means that the energy is invariant

A symmetric matrix M can be read off from its energies E_M(u) = ½ u·Mu. With e_i the unit displacement of coordinate i,

E_M(e_i + e_j) − E_M(e_i) − E_M(e_j) = ½(M_ij + M_ji) = M_ij.

Two symmetric matrices with the same energies are therefore equal.

```lean
/-- Two symmetric force-constant matrices that give every displacement the same harmonic energy
are equal. -/
theorem eq_of_harmonicEnergy_eq {M N : Matrix n n ℝ} (hM : Mᵀ = M) (hN : Nᵀ = N)
    (h : ∀ u, harmonicEnergy M u = harmonicEnergy N u) : M = N := by
  have e : ∀ (K : Matrix n n ℝ) (a b : n),
      (Pi.single a 1 : n → ℝ) ⬝ᵥ K *ᵥ (Pi.single b 1 : n → ℝ) = K a b := by
    intro K a b
    simp
  ext i j
  -- polarization: displace coordinate i, coordinate j, and both together
  have h1 := h (Pi.single i 1)
  have h2 := h (Pi.single j 1)
  have h3 := h (Pi.single i 1 + Pi.single j 1)
  simp only [harmonicEnergy, Matrix.mulVec_add, dotProduct_add, add_dotProduct, e] at h1 h2 h3
  have m : M j i = M i j := congrFun (congrFun hM i) j
  have k : N j i = N i j := congrFun (congrFun hN i) j
  linarith
```

The hypotheses `h1`, `h2` and `h3` are the energy equalities for these three displacements, and `linarith` combines them with the symmetry of both matrices.

Now displace the atoms by D(g)u instead of u:

E(D(g)u) = ½ u·(D(g)ᵀΦD(g))u.

If Φ commutes with D(g), then D(g)ᵀΦD(g) = D(g)ᵀD(g)Φ = Φ and the energy is unchanged. Conversely, if the energy is unchanged for every u, the previous result gives D(g)ᵀΦD(g) = Φ, and multiplying by D(g) from the left gives ΦD(g) = D(g)Φ. For a symmetric Φ, the commutation condition thus says exactly that symmetry operations do not alter the energy.

```lean
/-- A symmetric force-constant matrix is symmetry-allowed exactly when the harmonic energy of
every displacement is unchanged by every operation of the group. -/
theorem mem_forceConstants_iff_energy (D : G →* Matrix.orthogonalGroup n ℝ)
    {Φ : Matrix n n ℝ} (hΦ : Φᵀ = Φ) :
    Φ ∈ forceConstants D ↔
      ∀ g u, harmonicEnergy Φ ((D g).1 *ᵥ u) = harmonicEnergy Φ u := by
  have tr : ∀ (A : Matrix n n ℝ) u,
      harmonicEnergy Φ (A *ᵥ u) = harmonicEnergy (Aᵀ * Φ * A) u := by
    intro A u
    unfold harmonicEnergy
    rw [← Matrix.mulVec_mulVec, ← Matrix.mulVec_mulVec, Matrix.dotProduct_mulVec u Aᵀ,
      Matrix.vecMul_transpose]
  constructor
  · intro h g u
    have h' : (D g).1ᵀ * (D g).1 = 1 := mul_eq_one_comm.mp (mul_transpose_self (D g))
    rw [tr, Matrix.mul_assoc, ← h.2 g, ← Matrix.mul_assoc, h', Matrix.one_mul]
  · intro h
    refine ⟨hΦ, fun g => ?_⟩
    have h1 : (D g).1ᵀ * Φ * (D g).1 = Φ := by
      refine eq_of_harmonicEnergy_eq ?_ hΦ fun u => ?_
      · rw [Matrix.transpose_mul, Matrix.transpose_mul, Matrix.transpose_transpose, hΦ,
          Matrix.mul_assoc]
      · rw [← tr, h g u]
    calc (D g).1 * Φ = (D g).1 * ((D g).1ᵀ * Φ * (D g).1) := by rw [h1]
      _ = ((D g).1 * (D g).1ᵀ) * Φ * (D g).1 := by simp only [Matrix.mul_assoc]
      _ = Φ * (D g).1 := by rw [mul_transpose_self, Matrix.one_mul]
```

The local statement `tr` is the transformation of the energy, not a trace. The closing `calc` block is the multiplication by D(g).

## The trace of the transformation

Let B_ij be the matrix with a 1 in row i and column j and zeros elsewhere. These matrices are a basis, so the trace of a linear map f on matrices is the sum of its diagonal coefficients:

tr f = Σ_ij f(B_ij)_ij.

```lean
/-- The trace of a linear map on matrices is the sum of its diagonal coefficients on the
matrix units. -/
lemma trace_eq_sum_single (f : Matrix n n ℝ →ₗ[ℝ] Matrix n n ℝ) :
    LinearMap.trace ℝ _ f = ∑ i, ∑ j, f (Matrix.single i j 1) i j := by
  have r : ∀ (M : Matrix n n ℝ) i j, (Matrix.stdBasis ℝ n n).repr M (i, j) = M i j := by
    intro M i j
    have h := congrFun (congrFun ((Matrix.stdBasis ℝ n n).sum_repr M) i) j
    rw [← h]
    simp [Matrix.stdBasis_eq_single, Matrix.sum_apply, Matrix.single_apply,
      Fintype.sum_prod_type, ite_and]
  rw [LinearMap.trace_eq_matrix_trace ℝ (Matrix.stdBasis ℝ n n), Matrix.trace,
    Fintype.sum_prod_type]
  simp only [Matrix.diag_apply, LinearMap.toMatrix_apply, r, Matrix.stdBasis_eq_single]
```

For T_A the coefficients follow from

(A B_ij Aᵀ)_kl = A_ki A_lj.

The transpose of B_ij is B_ji, so setting k = i and l = j gives

T_A(B_ij)_ij = ½(A_ii A_jj + A_ij A_ji).

Summing over i and j turns the first product into (tr A)² and the second into tr(A²):

tr T_A = ½((tr A)² + tr(A²)).

```lean
/-- The map `Φ ↦ ½ A (Φ + Φᵀ) Aᵀ` has trace `((tr A)² + tr A²) / 2`. -/
theorem trace_symTransform (A : Matrix n n ℝ) :
    LinearMap.trace ℝ _ (symTransform A) = (A.trace ^ 2 + (A * A).trace) / 2 := by
  have entry : ∀ i j k l, (A * Matrix.single i j (1 : ℝ) * Aᵀ) k l = A k i * A l j := by
    intro i j k l
    simp [Matrix.mul_apply, Matrix.single_apply, ite_and]
  have term : ∀ i j, symTransform A (Matrix.single i j 1) i j
      = (A i i * A j j + A i j * A j i) / 2 := by
    intro i j
    change ((1 / 2 : ℝ) • (A * (Matrix.single i j 1 + (Matrix.single i j 1)ᵀ) * Aᵀ) :
      Matrix n n ℝ) i j = _
    rw [Matrix.transpose_single, Matrix.mul_add, Matrix.add_mul, Matrix.smul_apply,
      Matrix.add_apply, entry, entry, smul_eq_mul]
    ring
  rw [trace_eq_sum_single]
  simp only [term, Matrix.trace, Matrix.diag_apply, Matrix.mul_apply, sq, Finset.sum_mul_sum,
    ← Finset.sum_add_distrib, ← Finset.sum_div]
```

The steps `entry` and `term` are the two displayed coefficients. No orthogonality is needed here.

## The average projects onto the allowed matrices

Two properties make S a projection onto the allowed space. First, S(Φ) is allowed for every Φ. It is symmetric because each term is. For an operation h, replacing g by hg only reorders the sum, and D(hg)ᵀD(h) = D(g)ᵀD(h)ᵀD(h) = D(g)ᵀ, so

S(Φ)D(h) = (1/|G|) Σ_g ½ D(hg)(Φ + Φᵀ)D(hg)ᵀD(h)
= (1/|G|) Σ_g ½ D(h)D(g)(Φ + Φᵀ)D(g)ᵀ
= D(h)S(Φ).

Second, an allowed Φ is left alone, since each term is

½ D(g)(2Φ)D(g)ᵀ = ΦD(g)D(g)ᵀ = Φ,

and the average of |G| copies of Φ is Φ.

```lean
/-- The group average of the transformed symmetric part is a projection onto the space of
symmetry-allowed force-constant matrices. -/
theorem symmetrizer_isProj [Fintype G] (D : G →* Matrix.orthogonalGroup n ℝ) :
    LinearMap.IsProj (forceConstants D) (symmetrizer D) := by
  constructor
  · intro Φ
    simp only [symmetrizer, LinearMap.smul_apply, LinearMap.sum_apply]
    refine (forceConstants D).smul_mem _ ⟨?_, fun h => ?_⟩
    · rw [Matrix.transpose_sum]
      refine Finset.sum_congr rfl fun g _ => ?_
      change ((1 / 2 : ℝ) • ((D g).1 * (Φ + Φᵀ) * (D g).1ᵀ))ᵀ
        = (1 / 2 : ℝ) • ((D g).1 * (Φ + Φᵀ) * (D g).1ᵀ)
      rw [Matrix.transpose_smul, Matrix.transpose_mul, Matrix.transpose_mul,
        Matrix.transpose_transpose, Matrix.transpose_add, Matrix.transpose_transpose,
        add_comm Φᵀ Φ, Matrix.mul_assoc]
    · -- an operation h only relabels the terms of the average
      rw [← Equiv.sum_comp (Equiv.mulLeft h) (fun g => symTransform (D g).1 Φ), Finset.sum_mul,

        Equiv.sum_comp (Equiv.mulLeft h) (fun g => symTransform (D g).1 Φ), Finset.mul_sum]
      refine Finset.sum_congr rfl fun g _ => ?_
      have h' : (D h).1ᵀ * (D h).1 = 1 := mul_eq_one_comm.mp (mul_transpose_self (D h))
      have hm : (D (h * g)).1 = (D h).1 * (D g).1 := by rw [map_mul]; rfl
      change (D h).1 * ((1 / 2 : ℝ) • ((D g).1 * (Φ + Φᵀ) * (D g).1ᵀ))
        = ((1 / 2 : ℝ) • ((D (h * g)).1 * (Φ + Φᵀ) * (D (h * g)).1ᵀ)) * (D h).1
      rw [hm, Matrix.transpose_mul, Matrix.mul_smul, Matrix.smul_mul]
      simp only [Matrix.mul_assoc]
      rw [h', Matrix.mul_one]
  · intro Φ hΦ
    have fixed : ∀ g, symTransform (D g).1 Φ = Φ := by
      intro g
      change (1 / 2 : ℝ) • ((D g).1 * (Φ + Φᵀ) * (D g).1ᵀ) = Φ
      rw [hΦ.1, Matrix.mul_add, hΦ.2 g, ← Matrix.add_mul, Matrix.mul_assoc,
        mul_transpose_self, Matrix.mul_one]
      module
    have hc : (Fintype.card G : ℝ) ≠ 0 := Nat.cast_ne_zero.mpr Fintype.card_ne_zero
    simp only [symmetrizer, LinearMap.smul_apply, LinearMap.sum_apply, fixed,
      Finset.sum_const, Finset.card_univ]
    rw [← Nat.cast_smul_eq_nsmul ℝ, smul_smul, inv_mul_cancel₀ hc, one_smul]
```

`LinearMap.IsProj` consists of these two properties. `Equiv.mulLeft h` is the relabelling of g as hg, and `fixed` is the second calculation before averaging.

## The parameter count

In a basis adapted to its range and kernel, a projection is diagonal, with a 1 for each dimension of the range and zeros elsewhere. Its trace is the dimension of its range, so

dim = tr S = (1/|G|) Σ_g tr T_D(g) = (1/|G|) Σ_g ((tr D(g))² + tr(D(g)²)) / 2.

```lean
/-- The number of independent harmonic parameters allowed by a finite group of orthogonal
operations is the group average of `((tr D(g))² + tr D(g)²) / 2`. -/
theorem finrank_forceConstants [Fintype G] (D : G →* Matrix.orthogonalGroup n ℝ) :
    (Module.finrank ℝ (forceConstants D) : ℝ) =
      (Fintype.card G : ℝ)⁻¹ *
        ∑ g, ((D g).1.trace ^ 2 + ((D g).1 * (D g).1).trace) / 2 := by
  -- the dimension of the range of a projection is its trace
  rw [← (symmetrizer_isProj D).trace]
  simp only [symmetrizer, map_smul, map_sum, trace_symTransform, smul_eq_mul]
```

`Module.finrank` is the dimension, a natural number, read here as a real number so that it can be compared with the average.

As an example, take one atom moving in a plane at a site with threefold rotational symmetry, so n = 2 and |G| = 3. The identity contributes (2² + 2)/2 = 3. A rotation by 120° has trace −1, and so does its square, a rotation by 240°; each of the two rotations contributes ((−1)² − 1)/2 = 0. The count is (3 + 0 + 0)/3 = 1: the allowed matrices are the multiples of the identity, and the restoring force is isotropic.

## No symmetry, and a single mirror or twofold axis

If every operation acts as the identity matrix, each term of the average is (n² + n)/2, and so is the count. This is the number of entries on and above the diagonal of a symmetric matrix.

```lean
/-- If every operation of a finite group acts as the identity on the `n` coordinates, there are
`n (n + 1) / 2` independent harmonic parameters. -/
theorem finrank_forceConstants_trivial [Fintype G] :
    (Module.finrank ℝ (forceConstants (1 : G →* Matrix.orthogonalGroup n ℝ)) : ℝ) =
      (Fintype.card n : ℝ) * (Fintype.card n + 1) / 2 := by
  have hc : (Fintype.card G : ℝ) ≠ 0 := Nat.cast_ne_zero.mpr Fintype.card_ne_zero
  have h1 : ∀ g : G, ((1 : G →* Matrix.orthogonalGroup n ℝ) g).1 = 1 := fun _ => rfl
  rw [finrank_forceConstants]
  simp only [h1, Matrix.mul_one, Matrix.trace_one, Finset.sum_const, Finset.card_univ,
    nsmul_eq_mul]
  rw [← mul_assoc, inv_mul_cancel₀ hc]
  ring
```

Here `1` in place of `D` is the homomorphism that sends every operation to the identity matrix.

Suppose next that G contains only the identity and one other operation s, such as a mirror or a twofold rotation. Then s² = 1, because s² = s would force s = 1. Hence D(s)² = 1 has trace n, and

dim = ½[(n² + n)/2 + ((tr D(s))² + n)/2],

4 dim = n² + 2n + (tr D(s))².

```lean
/-- If the group consists of the identity and one other operation `s`, four times the number of
independent harmonic parameters of `n` coordinates is `n² + 2n + (tr D(s))²`. -/
theorem finrank_forceConstants_twofold [Fintype G] (D : G →* Matrix.orthogonalGroup n ℝ)
    {s : G} (hs : s ≠ 1) (hG : ∀ g, g = 1 ∨ g = s) :
    4 * (Module.finrank ℝ (forceConstants D) : ℝ) =
      (Fintype.card n : ℝ) ^ 2 + 2 * Fintype.card n + (D s).1.trace ^ 2 := by
  classical
  have hu : (Finset.univ : Finset G) = {1, s} := by
    ext g
    simpa using hG g
  have hc : Fintype.card G = 2 := by
    rw [← Finset.card_univ, hu, Finset.card_pair hs.symm]
  -- the second operation is its own inverse
  have hss : s * s = 1 := (hG (s * s)).resolve_right fun h => hs (mul_eq_left.mp h)
  have h1 : (D 1).1 = 1 := by rw [map_one]; rfl
  have h2 : (D s).1 * (D s).1 = 1 := by
    rw [← h1, ← hss, map_mul]; rfl
  rw [finrank_forceConstants, hc, hu, Finset.sum_pair hs.symm, h1, h2, Matrix.mul_one,
    Matrix.trace_one]
  push_cast
  ring

end

end ForceConstantCount
```

```lean
#print axioms ForceConstantCount.mem_forceConstants_iff_energy
#print axioms ForceConstantCount.finrank_forceConstants_trivial
#print axioms ForceConstantCount.finrank_forceConstants_twofold
```

```
'ForceConstantCount.mem_forceConstants_iff_energy' depends on axioms: [propext, Classical.choice, Quot.sound]
'ForceConstantCount.finrank_forceConstants_trivial' depends on axioms: [propext, Classical.choice, Quot.sound]
'ForceConstantCount.finrank_forceConstants_twofold' depends on axioms: [propext, Classical.choice, Quot.sound]
```

## Non-orthogonal coordinates and translations

For general invertible matrices the formula need not count the symmetric matrices that commute with the group. Take n = 2 and let s act through the matrix with rows (1, 1) and (0, −1). Its square is the identity and its trace is 0, so the formula would give (4 + 4 + 0)/4 = 2. A symmetric matrix with rows (a, b) and (b, c) commutes with it only if b = 0 and c = a, which leaves one parameter. In such skewed coordinates, commutation no longer expresses invariance of the energy: the identity matrix commutes with D(s), but with Φ = 1 the displacement (0, 1) has energy ½ and its image (1, −1) has energy 1. The energy is invariant when D(s)ᵀΦD(s) = Φ, which here means a = 2b with c free. That leaves two parameters, the number given by the formula; what fails is commutation as the criterion.

For a force-constant calculation from electronic structure, the formula gives the number of independent parameters of a finite set of coordinates in the harmonic approximation, before invariance under rigid motions is imposed. The requirement that a rigid shift of all atoms costs no energy adds further linear conditions on Φ and lowers the number: the identity matrix is symmetry-allowed, but it gives such a shift a positive energy. For an isolated molecule at equilibrium, the same holds for small rigid rotations. What must be supplied from outside is the identification of `D` with the action of the actual symmetry group on the atomic displacements.
